# A perfectly nested band with a constant density of states softens its phonon to zero at exactly one temperature in the static harmonic model

For an energy cutoff \(W>0\) and a temperature \(T>0\) in energy units (\(k_B=1\)), let

\[
I(T)=\int_0^W \frac{\tanh(x/2T)}{x}\,dx .
\]

If \(0<T\le W/2\), then

\[
\ln\frac{W}{2T}<I(T)<1+\ln\frac{W}{2T}.
\]

For a coupling \(0<\lambda<1\), the softened phonon factor \(1-\lambda I(T)\) vanishes at exactly one temperature \(T_c>0\), and

\[
\frac W2\,e^{-1/\lambda}<T_c<\frac W2\,e^{1-1/\lambda}.
\]

## Nesting and the soft phonon

Measure energies from the Fermi level and set \(k_B=1\). A band is perfectly nested by a wavevector \(Q\) if \(\varepsilon_{k+Q}=-\varepsilon_k\). With the Fermi function \(f\), each state then contributes to the static Lindhard response at \(Q\) the term

\[
\frac{f(\varepsilon)-f(-\varepsilon)}{-2\varepsilon}=\frac{\tanh(\varepsilon/2T)}{2\varepsilon}.
\]

For a constant density of states on \((-W,W)\), the sum over states is that density times \(I(T)\), because the integrand is even.

In the static harmonic treatment, with an electron-phonon coupling at \(Q\) of the same strength for all states, the electrons lower the squared frequency of the phonon at \(Q\) from \(\omega_0^2\) to \(\omega_0^2\,(1-\lambda I(T))\). The dimensionless constant \(\lambda\) collects the electron-phonon coupling strength, the density of states and the bare lattice stiffness. The zero of the factor is the mean-field temperature of the charge-density-wave (Peierls) instability.

In this non-interacting, constant-density model, the squared frequency of the phonon at \(Q\), computed with Fermi–Dirac smearing, therefore depends logarithmically on the smearing temperature, up to a bounded offset, when \(T\le W/2\).

## What the Lean statements say

`nestedResponse W T` is \(I(T)\), written as an interval integral over real energies. `scaledResponse a` is the same response in the dimensionless energy \(u=x/2T\), with cutoff \(a\). `phononFactor lam W T` is \(1-\lambda I(T)\). Lean gives the integrand the value 0 at \(x=0\), and a single point does not affect the integral.

- `nestedResponse_log_bounds` gives the two logarithmic bounds. Its hypotheses \(0<T\le W/2\) already force \(W>0\).
- `softening_temperature` gives a `Tc` in the exponential window such that, for every \(T>0\), the factor vanishes if and only if \(T=T_c\). The lower end of the window is positive, so \(T_c>0\).
- `softening_temperature_any_coupling` covers every \(\lambda>0\), with the window \(W/(2(e^{1/\lambda}-1))<T_c<\lambda W/2\).
- `unstable_iff_below` says that the factor is negative exactly when \(0<T<T_c\). There the undistorted lattice is unstable in the harmonic model.

The phonon factor is a definition here and is not derived from an electron-phonon Hamiltonian. Imperfect nesting, an energy-dependent density of states, fluctuations and the distorted phase below \(T_c\) are all left out.

## Bounding the thermal weight

For \(u>0\),

\[
\frac1{1+u}<\frac{\tanh u}{u}<1 .
\]

After multiplying out, the left inequality reads \((1+u)\sinh u>u\cosh u\). Since \(\cosh u-\sinh u=e^{-u}\), this is \(\sinh u>u\,e^{-u}\), and multiplying by \(2e^{u}\) turns it into \(e^{2u}-1>2u\), which is true. For the right inequality, the mean value theorem gives \(\sinh u=u\cosh c\) with \(0<c<u\), hence \(\sinh u<u\cosh u\).

## From the weight to the logarithm

Substituting \(u=x/2T\) gives

\[
I(T)=F\!\left(\frac{W}{2T}\right),\qquad F(a)=\int_0^a\frac{\tanh u}{u}\,du .
\]

Integrating the bounds on the weight from \(0\) to \(a>0\) gives

\[
\ln(1+a)<F(a)<a .
\]

If \(T\le W/2\), then \(a=W/2T\ge1\). The lower bound follows from \(\ln a<\ln(1+a)\). For the upper bound, split the integral at \(u=1\) and use \(\tanh u\le1\) beyond that point:

\[
F(a)=F(1)+\int_1^a\frac{\tanh u}{u}\,du<1+\int_1^a\frac{du}{u}=1+\ln a .
\]

## Locating the zero

The weight is positive, so \(F\) increases strictly. Raising \(T\) lowers \(W/2T\), so \(I(T)\) falls and \(1-\lambda I(T)\) rises strictly. It can vanish at most once.

A zero requires \(F(a)=1/\lambda\). The bounds on \(F\) give

\[
F(1/\lambda)<\frac1\lambda<F\!\left(e^{1/\lambda}-1\right).
\]

Since \(F\) is continuous, some \(a_c\) strictly between these two arguments satisfies \(F(a_c)=1/\lambda\). Then \(T_c=W/(2a_c)\) is the zero, and

\[
\frac{W}{2(e^{1/\lambda}-1)}<T_c<\frac{\lambda W}{2}.
\]

The left end exceeds \((W/2)e^{-1/\lambda}\), which gives the lower exponential bound. For the upper one, let \(\lambda<1\) and put \(T_*=(W/2)e^{1-1/\lambda}\). Then \(T_*<W/2\), so the logarithmic bound applies:

\[
I(T_*)<1+\left(\frac1\lambda-1\right)=\frac1\lambda .
\]

The factor is positive at \(T_*\) and increases with temperature, so \(T_c<T_*\).

## The complete Lean file

```lean
import Mathlib

open MeasureTheory Set

namespace PeierlsSoftening

noncomputable section

/-- The nested Lindhard response at temperature `T > 0` with energy cutoff `W > 0`:
the integral of `tanh (x / 2T) / x` over energies `x` between `0` and `W`. -/
def nestedResponse (W T : ℝ) : ℝ := ∫ x in (0 : ℝ)..W, Real.tanh (x / (2 * T)) / x

/-- The same response in the dimensionless energy `u = x / 2T`, with cutoff `a > 0`. -/
def scaledResponse (a : ℝ) : ℝ := ∫ u in (0 : ℝ)..a, Real.tanh u / u

/-- The softened phonon factor `1 - lam * I(T)` at coupling `lam`, for `W > 0` and `T > 0`. -/
def phononFactor (lam W T : ℝ) : ℝ := 1 - lam * nestedResponse W T

/-- At positive dimensionless energy `u` the thermal weight `tanh u / u` lies strictly
between `1 / (1 + u)` and `1`. -/
theorem thermal_weight_bounds {u : ℝ} (hu : 0 < u) :
    1 / (1 + u) < Real.tanh u / u ∧ Real.tanh u / u < 1 := by
  have hcosh := Real.cosh_pos u
  rw [Real.tanh_eq_sinh_div_cosh, div_div]
  constructor
  · -- this is `1 + 2u < exp (2u)` in disguise
    have h : 2 * u + 1 < Real.exp (2 * u) := Real.add_one_lt_exp (by positivity)
    have e : Real.exp u = Real.exp (-u) * Real.exp (2 * u) := by
      rw [← Real.exp_add]
      congr 1
      ring
    have hp := mul_lt_mul_of_pos_left h (Real.exp_pos (-u))
    have key : u * Real.exp (-u) < Real.sinh u := by
      rw [Real.sinh_eq]
      linarith
    have hc : Real.cosh u = Real.sinh u + Real.exp (-u) := by
      linarith [Real.cosh_sub_sinh u]
    rw [div_lt_div_iff₀ (by positivity) (by positivity), hc]
    linarith
  · -- mean value theorem for `sinh`
    obtain ⟨c, hc, h⟩ := exists_hasDerivAt_eq_slope Real.sinh Real.cosh hu
      Real.continuous_sinh.continuousOn (fun x _ => Real.hasDerivAt_sinh x)
    rw [Real.sinh_zero, sub_zero, sub_zero, eq_div_iff hu.ne'] at h
    have hlt : Real.cosh c < Real.cosh u :=
      Real.cosh_lt_cosh.2 (by rw [abs_of_pos hc.1, abs_of_pos hu]; exact hc.2)
    rw [div_lt_one (by positivity), ← h]
    exact mul_lt_mul_of_pos_right hlt hu

/-- The thermal weight `tanh u / u` is integrable over every finite energy interval. -/
theorem thermal_weight_integrable (a b : ℝ) :
    IntervalIntegrable (fun u : ℝ => Real.tanh u / u) volume a b := by
  have hc : Continuous Real.tanh := by
    have h : Real.tanh = fun x => Real.sinh x / Real.cosh x :=
      funext Real.tanh_eq_sinh_div_cosh
    rw [h]
    exact Real.continuous_sinh.div Real.continuous_cosh (fun x => (Real.cosh_pos x).ne')
  have hm : Measurable (fun u : ℝ => Real.tanh u / u) := hc.measurable.div measurable_id
  have h1 : IntervalIntegrable (fun _ : ℝ => (1 : ℝ)) volume a b :=
    continuous_const.intervalIntegrable a b
  refine h1.mono_fun hm.aestronglyMeasurable (Filter.Eventually.of_forall fun u => ?_)
  change ‖Real.tanh u / u‖ ≤ ‖(1 : ℝ)‖
  rw [norm_one, Real.norm_eq_abs, abs_le]
  rcases lt_trichotomy u 0 with h | h | h
  · have hb := thermal_weight_bounds (neg_pos.2 h)
    rw [Real.tanh_neg, neg_div_neg_eq] at hb
    have hp : 0 < 1 / (1 + -u) := one_div_pos.2 (by linarith)
    constructor <;> linarith [hb.1, hb.2]
  · subst h
    simp
  · have hb := thermal_weight_bounds h
    have hp : 0 < 1 / (1 + u) := by positivity
    constructor <;> linarith [hb.1, hb.2]

/-- For `T > 0` the response depends on cutoff and temperature only through `W / 2T`. -/
theorem nestedResponse_eq_scaled (W : ℝ) {T : ℝ} (hT : 0 < T) :
    nestedResponse W T = scaledResponse (W / (2 * T)) := by
  have h2 : 2 * T ≠ 0 := by positivity
  have h : (∫ x in (0 : ℝ)..W, Real.tanh (x / (2 * T)) / (x / (2 * T)))
      = (2 * T) * ∫ u in (0 / (2 * T))..(W / (2 * T)), Real.tanh u / u :=
    intervalIntegral.integral_comp_div (fun u => Real.tanh u / u) h2
  have hfun : (fun x : ℝ => Real.tanh (x / (2 * T)) / x)
      = fun x => (2 * T)⁻¹ * (Real.tanh (x / (2 * T)) / (x / (2 * T))) := by
    funext x
    generalize Real.tanh (x / (2 * T)) = t
    rcases eq_or_ne x 0 with hx | hx
    · simp [hx]
    · field_simp
  unfold nestedResponse scaledResponse
  rw [hfun, intervalIntegral.integral_const_mul, h, zero_div, inv_mul_cancel_left₀ h2]

/-- For a positive dimensionless cutoff `a` the response lies strictly between
`ln (1 + a)` and `a`. -/
theorem scaledResponse_bounds {a : ℝ} (ha : 0 < a) :
    Real.log (1 + a) < scaledResponse a ∧ scaledResponse a < a := by
  have hg := thermal_weight_integrable 0 a
  unfold scaledResponse
  constructor
  · have hne : ∀ u ∈ uIcc 0 a, 1 + u ≠ 0 := fun u hu => by
      rw [uIcc_of_le ha.le] at hu
      linarith [hu.1]
    have hi : IntervalIntegrable (fun u : ℝ => 1 / (1 + u)) volume 0 a :=
      (continuousOn_const.div (continuousOn_const.add continuousOn_id) hne).intervalIntegrable
    have hlog := intervalIntegral.integral_eq_sub_of_hasDerivAt
      (f := fun u : ℝ => Real.log (1 + u))
      (fun u hu => ((hasDerivAt_id' u).const_add 1).log (hne u hu)) hi
    have h := intervalIntegral.intervalIntegral_pos_of_pos_on (hg.sub hi)
      (fun u hu => sub_pos.2 (thermal_weight_bounds hu.1).1) ha
    rw [intervalIntegral.integral_sub hg hi, hlog] at h
    simp only [add_zero, Real.log_one, sub_zero] at h
    linarith
  · have h1 : IntervalIntegrable (fun _ : ℝ => (1 : ℝ)) volume 0 a :=
      continuous_const.intervalIntegrable 0 a
    have h := intervalIntegral.intervalIntegral_pos_of_pos_on (h1.sub hg)
      (fun u hu => sub_pos.2 (thermal_weight_bounds hu.1).2) ha
    rw [intervalIntegral.integral_sub h1 hg, intervalIntegral.integral_const] at h
    simp only [smul_eq_mul, sub_zero, mul_one] at h
    linarith

/-- For `0 < T ≤ W / 2` the nested response is logarithmic in temperature, up to an offset
strictly between `0` and `1`. -/
theorem nestedResponse_log_bounds {W T : ℝ} (hT : 0 < T) (hTW : T ≤ W / 2) :
    Real.log (W / (2 * T)) < nestedResponse W T ∧
      nestedResponse W T < 1 + Real.log (W / (2 * T)) := by
  rw [nestedResponse_eq_scaled W hT]
  have ha : 1 ≤ W / (2 * T) := by
    rw [le_div_iff₀ (by positivity)]
    linarith
  generalize W / (2 * T) = a at ha ⊢
  have ha0 : 0 < a := by linarith
  refine ⟨(Real.log_lt_log ha0 (by linarith)).trans (scaledResponse_bounds ha0).1, ?_⟩
  -- split at `u = 1`: the weight is below `1` before it and below `1 / u` after it
  have hsplit := intervalIntegral.integral_add_adjacent_intervals
    (thermal_weight_integrable 0 1) (thermal_weight_integrable 1 a)
  have hi : IntervalIntegrable (fun u : ℝ => 1 / u) volume 1 a := by
    refine (continuousOn_const.div continuousOn_id fun u hu => ?_).intervalIntegrable
    rw [uIcc_of_le ha] at hu
    exact (lt_of_lt_of_le one_pos hu.1).ne'
  have htail : (∫ u in (1 : ℝ)..a, Real.tanh u / u) ≤ ∫ u in (1 : ℝ)..a, 1 / u := by
    refine intervalIntegral.integral_mono_on ha (thermal_weight_integrable 1 a) hi
      fun u hu => ?_
    have hu0 : 0 < u := lt_of_lt_of_le one_pos hu.1
    have ht : Real.tanh u ≤ 1 := by
      rw [Real.tanh_eq_sinh_div_cosh, div_le_one (Real.cosh_pos u)]
      exact (Real.sinh_lt_cosh u).le
    exact div_le_div_of_nonneg_right ht hu0.le
  rw [integral_one_div_of_pos one_pos ha0, div_one] at htail
  have h1 := (scaledResponse_bounds one_pos).2
  unfold scaledResponse at h1 ⊢
  linarith

/-- For positive coupling and cutoff, the phonon factor increases strictly with temperature
on `T > 0`. -/
theorem phononFactor_strictMono {lam W : ℝ} (hl : 0 < lam) (hW : 0 < W) :
    StrictMonoOn (phononFactor lam W) (Ioi 0) := by
  intro S hS T hT hST
  have hS' : 0 < S := hS
  have hT' : 0 < T := hT
  have hcut : W / (2 * T) < W / (2 * S) :=
    div_lt_div_of_pos_left hW (by positivity) (by linarith)
  have hpos : 0 < W / (2 * T) := by positivity
  have h := intervalIntegral.intervalIntegral_pos_of_pos_on
    (thermal_weight_integrable (W / (2 * T)) (W / (2 * S)))
    (fun u hu => by
      have hu0 : 0 < u := hpos.trans hu.1
      exact (one_div_pos.2 (by linarith)).trans (thermal_weight_bounds hu0).1) hcut
  have hsplit := intervalIntegral.integral_add_adjacent_intervals
    (thermal_weight_integrable 0 (W / (2 * T)))
    (thermal_weight_integrable (W / (2 * T)) (W / (2 * S)))
  have hlt : nestedResponse W T < nestedResponse W S := by
    rw [nestedResponse_eq_scaled W hT', nestedResponse_eq_scaled W hS']
    unfold scaledResponse
    linarith
  have := mul_lt_mul_of_pos_left hlt hl
  unfold phononFactor
  linarith

/-- For every coupling `lam > 0` and cutoff `W > 0` the phonon factor vanishes at exactly one
positive temperature, which lies between `W / (2 (exp (1/lam) - 1))` and `lam W / 2`. -/
theorem softening_temperature_any_coupling {lam W : ℝ} (hl : 0 < lam) (hW : 0 < W) :
    ∃ Tc, W / (2 * (Real.exp (1 / lam) - 1)) < Tc ∧ Tc < lam * W / 2 ∧
      ∀ T, 0 < T → (phononFactor lam W T = 0 ↔ T = Tc) := by
  have hk : 0 < 1 / lam := by positivity
  have hexp : 1 / lam + 1 < Real.exp (1 / lam) := Real.add_one_lt_exp hk.ne'
  have hcont : Continuous scaledResponse :=
    intervalIntegral.continuous_primitive thermal_weight_integrable 0
  have hlow := (scaledResponse_bounds hk).2
  have hhigh := (scaledResponse_bounds
    (show 0 < Real.exp (1 / lam) - 1 by linarith)).1
  rw [add_sub_cancel, Real.log_exp] at hhigh
  -- the response passes through `1 / lam` at some dimensionless cutoff `a`
  obtain ⟨a, ⟨ha1, ha2⟩, ha⟩ := intermediate_value_Ioo
    (show 1 / lam ≤ Real.exp (1 / lam) - 1 by linarith) hcont.continuousOn ⟨hlow, hhigh⟩
  have ha0 : 0 < a := hk.trans ha1
  have hTc : 0 < W / (2 * a) := by positivity
  have hzero : phononFactor lam W (W / (2 * a)) = 0 := by
    have hcut : W / (2 * (W / (2 * a))) = a := by field_simp
    unfold phononFactor
    rw [nestedResponse_eq_scaled W hTc, hcut, ha, mul_one_div_cancel hl.ne', sub_self]
  refine ⟨W / (2 * a), div_lt_div_of_pos_left hW (by positivity) (by linarith), ?_, ?_⟩
  · rw [div_lt_iff₀ hl] at ha1
    rw [div_lt_iff₀ (by positivity)]
    nlinarith [mul_lt_mul_of_pos_left ha1 hW]
  · intro T hT
    constructor
    · intro h
      exact (phononFactor_strictMono hl hW).injOn hT hTc (h.trans hzero.symm)
    · rintro rfl
      exact hzero

/-- For `0 < lam < 1` and `W > 0` the softened phonon factor vanishes at exactly one positive
temperature, which lies between `(W/2) exp (-1/lam)` and `(W/2) exp (1 - 1/lam)`. -/
theorem softening_temperature {lam W : ℝ} (hl : 0 < lam) (hl1 : lam < 1) (hW : 0 < W) :
    ∃ Tc, W / 2 * Real.exp (-(1 / lam)) < Tc ∧ Tc < W / 2 * Real.exp (1 - 1 / lam) ∧
      ∀ T, 0 < T → (phononFactor lam W T = 0 ↔ T = Tc) := by
  obtain ⟨Tc, hlow, -, huniq⟩ := softening_temperature_any_coupling hl hW
  have hE : 0 < Real.exp (1 / lam) - 1 := by
    have hk : 0 < 1 / lam := by positivity
    linarith [Real.add_one_lt_exp hk.ne']
  have hTc : 0 < Tc := lt_trans (by positivity) hlow
  refine ⟨Tc, lt_trans ?_ hlow, ?_, huniq⟩
  · have hinv : Real.exp (-(1 / lam)) * Real.exp (1 / lam) = 1 := by
      rw [← Real.exp_add, neg_add_cancel, Real.exp_zero]
    rw [lt_div_iff₀ (by positivity)]
    nlinarith [mul_pos hW (Real.exp_pos (-(1 / lam)))]
  · -- at the upper end the response is still below `1 / lam`
    have hk : 1 < 1 / lam := (lt_div_iff₀ hl).2 (by linarith)
    have hS : 0 < W / 2 * Real.exp (1 - 1 / lam) := by positivity
    have hle : Real.exp (1 - 1 / lam) ≤ 1 := Real.exp_le_one_iff.2 (by linarith)
    have hSW : W / 2 * Real.exp (1 - 1 / lam) ≤ W / 2 :=
      mul_le_of_le_one_right (by positivity) hle
    have hb := (nestedResponse_log_bounds (W := W) hS hSW).2
    have hcut : W / (2 * (W / 2 * Real.exp (1 - 1 / lam))) = Real.exp (-(1 - 1 / lam)) := by
      have hd : 2 * (W / 2 * Real.exp (1 - 1 / lam)) = W * Real.exp (1 - 1 / lam) := by ring
      rw [Real.exp_neg, hd, div_mul_eq_div_div, div_self hW.ne',
        one_div (Real.exp (1 - 1 / lam))]
    rw [hcut, Real.log_exp] at hb
    have hb' : nestedResponse W (W / 2 * Real.exp (1 - 1 / lam)) < 1 / lam := by linarith
    rw [lt_div_iff₀ hl] at hb'
    refine ((phononFactor_strictMono hl hW).lt_iff_lt hTc hS).1 ?_
    rw [(huniq Tc hTc).2 rfl]
    unfold phononFactor
    linarith

/-- For positive coupling and cutoff, if the phonon factor vanishes at `Tc > 0`, then at
`T > 0` it is negative exactly when `T < Tc`. -/
theorem unstable_iff_below {lam W Tc T : ℝ} (hl : 0 < lam) (hW : 0 < W) (hTc : 0 < Tc)
    (hzero : phononFactor lam W Tc = 0) (hT : 0 < T) :
    phononFactor lam W T < 0 ↔ T < Tc := by
  have h := (phononFactor_strictMono hl hW).lt_iff_lt hT hTc
  rwa [hzero] at h

end

end PeierlsSoftening
```

```lean
#print axioms PeierlsSoftening.softening_temperature
-- 'PeierlsSoftening.softening_temperature' depends on axioms: [propext, Classical.choice, Quot.sound]
#print axioms PeierlsSoftening.unstable_iff_below
-- 'PeierlsSoftening.unstable_iff_below' depends on axioms: [propext, Classical.choice, Quot.sound]
```

## How the lemmas carry the argument

`thermal_weight_bounds` proves the two pointwise inequalities. `Real.add_one_lt_exp` supplies \(1+2u<e^{2u}\), and `exists_hasDerivAt_eq_slope` is the mean value theorem applied to \(\sinh\).

`thermal_weight_integrable` supplies what the calculation by hand takes for granted. The weight is measurable and bounded in absolute value by 1, so it is integrable on every finite interval. Negative \(u\) reduces to positive \(u\) because the weight is even.

`nestedResponse_eq_scaled` is the substitution, carried out by `intervalIntegral.integral_comp_div`.

`scaledResponse_bounds` integrates the pointwise bounds. To keep the inequalities strict, it applies `intervalIntegral_pos_of_pos_on` to the differences \(\tanh u/u-1/(1+u)\) and \(1-\tanh u/u\). The fundamental theorem of calculus evaluates the integral of \(1/(1+u)\) as \(\ln(1+a)\).

`nestedResponse_log_bounds` makes the split at \(u=1\) with `integral_add_adjacent_intervals`. The comparison on \([1,a]\) is only \(\le\), since that interval shrinks to a point when \(T=W/2\). Strictness comes from \(F(1)<1\).

`phononFactor_strictMono` compares two temperatures \(S<T\). Their responses differ by the integral of a positive weight from \(W/2T\) to \(W/2S\).

`softening_temperature_any_coupling` obtains continuity of \(F\) from `intervalIntegral.continuous_primitive` and the crossing from `intermediate_value_Ioo`, whose open interval makes the bounds on \(T_c\) strict. Uniqueness is the injectivity of a strictly monotone function.

`softening_temperature` takes this same zero and evaluates the logarithmic bound at \(T_*\). Strict monotonicity then turns the sign of the factor at \(T_*\) into \(T_c<T_*\), and `unstable_iff_below` uses the same comparison between an arbitrary \(T>0\) and \(T_c\).
